# The variance-minimizing background for a finite Gaussian phase sum with positive weights

Take finitely many real numbers v_j, weights w_j > 0 and a standard normal variable x. For every real m, the estimator

D_m(x) = Σ_j w_j exp(m²/2 − m v_j + i x (v_j − m))

has the same mean, Σ_j w_j exp(−v_j²/2). Its mean squared modulus M(m) depends on m and has exactly one minimizer m₀, which lies between the smallest and the largest v_j, and strictly between them if they differ. A displacement from m₀ multiplies M by at least exp((m − m₀)²).

The estimator comes from splitting off a background m before introducing the auxiliary field:

−v_j²/2 = −(v_j − m)²/2 − m v_j + m²/2.

The last two terms are kept as a real factor, and only the first is written as a Gaussian average of phases. This is the background subtraction of auxiliary-field Monte Carlo, reduced to one field and to numbers v_j in place of non-commuting operators. The square root of the imaginary-time step is absorbed into v_j and m.

```lean
import Mathlib

open MeasureTheory ProbabilityTheory
open scoped ComplexConjugate

namespace BackgroundSubtraction

noncomputable section

variable {ι : Type*} [Fintype ι]
```

## The estimator and its moments

The finite type ι labels the terms, and `w` and `v` are real functions on it. Each term has the real amplitude A_j = w_j exp(m²/2 − m v_j).

```lean
/-- The real amplitude `w_j exp(m²/2 - m v_j)` of the `j`-th term at background `m`. -/
def amplitude (w v : ι → ℝ) (m : ℝ) (j : ι) : ℝ :=
  w j * Real.exp (m ^ 2 / 2 - m * v j)
```

The estimator multiplies each amplitude by its phase, with x as the auxiliary field.

```lean
/-- The estimator `D_m(x) = ∑ w_j exp(m²/2 - m v_j + i x (v_j - m))` at auxiliary field `x`. -/
def estimator (w v : ι → ℝ) (m x : ℝ) : ℂ :=
  ∑ j, (amplitude w v m j : ℂ) * Complex.exp (((v j - m : ℝ) : ℂ) * x * Complex.I)
```

The quantity to be sampled is S = Σ_j w_j exp(−v_j²/2).

```lean
/-- The sum `∑ w_j exp(-v_j²/2)` that the sampling is meant to estimate. -/
def target (w v : ι → ℝ) : ℝ := ∑ j, w j * Real.exp (-(v j) ^ 2 / 2)
```

The mean squared modulus M(m) is an integral over `gaussianReal 0 1`, the normal distribution with mean 0 and variance 1.

```lean
/-- The mean squared modulus of the estimator over a standard normal auxiliary field. -/
def secondMoment (w v : ι → ℝ) (m : ℝ) : ℝ :=
  ∫ x, ‖estimator w v m x‖ ^ 2 ∂(gaussianReal 0 1)
```

Two further expressions serve the calculation. The first is the contribution of a pair (j, k), which Lean writes as `p`, with j = `p.1` and k = `p.2`:

P_jk(m) = w_j w_k exp(m² − m(v_j + v_k) − (v_j − v_k)²/2).

```lean
/-- The contribution of a pair of terms to the mean squared modulus. -/
def pairWeight (w v : ι → ℝ) (m : ℝ) (p : ι × ι) : ℝ :=
  w p.1 * w p.2 * Real.exp (m ^ 2 - m * (v p.1 + v p.2) - (v p.1 - v p.2) ^ 2 / 2)
```

The second will turn out to be the derivative of M:

G(m) = Σ_jk P_jk(m) (2m − v_j − v_k).

```lean
/-- The sum over pairs of `2m - (v_j + v_k)`, weighted by the pair contributions. -/
def momentSlope (w v : ι → ℝ) (m : ℝ) : ℝ :=
  ∑ p : ι × ι, pairWeight w v m p * (2 * m - (v p.1 + v p.2))
```

## A mean that does not depend on the background

Completing the square in the Gaussian integral gives, for real t,

⟨exp(itx)⟩ = exp(−t²/2).

Lean takes this from Mathlib's characteristic function of the normal distribution.

```lean
/-- Averaging the phase `exp(i t x)` over a standard normal field gives `exp(-t²/2)`. -/
theorem gaussian_phase (t : ℝ) :
    ∫ x : ℝ, Complex.exp ((t : ℂ) * x * Complex.I) ∂(gaussianReal 0 1)
      = (Real.exp (-t ^ 2 / 2) : ℂ) := by
  have h := charFun_gaussianReal (μ := 0) (v := 1) t
  rw [charFun_apply_real] at h
  rw [h, Complex.ofReal_exp]
  congr 1
  push_cast
  ring
```

A phase has modulus 1, so it is integrable, and sums may be averaged term by term.

```lean
/-- A pure phase is integrable over the standard normal field. -/
theorem integrable_phase (t : ℝ) :
    Integrable (fun x : ℝ => Complex.exp ((t : ℂ) * x * Complex.I)) (gaussianReal 0 1) := by
  have hc : Continuous (fun x : ℝ => Complex.exp ((t : ℂ) * x * Complex.I)) := by fun_prop
  refine Integrable.of_bound hc.aestronglyMeasurable 1 (ae_of_all _ fun x => ?_)
  rw [← Complex.ofReal_mul, Complex.norm_exp_ofReal_mul_I]
```

With t = v_j − m, the exponent of the j-th averaged term is

m²/2 − m v_j − (v_j − m)²/2 = −v_j²/2.

The background cancels and the mean is S. No sign condition on the weights is needed here.

```lean
/-- The mean of the estimator is `∑ w_j exp(-v_j²/2)` for every real background `m`. -/
theorem mean_estimator (w v : ι → ℝ) (m : ℝ) :
    ∫ x, estimator w v m x ∂(gaussianReal 0 1) = (target w v : ℂ) := by
  simp only [estimator, target]
  rw [MeasureTheory.integral_finsetSum _ (fun j _ => (integrable_phase _).const_mul _), Complex.ofReal_sum]
  refine Finset.sum_congr rfl fun j _ => ?_
  rw [integral_const_mul, gaussian_phase, ← Complex.ofReal_mul, amplitude, mul_assoc,
    ← Real.exp_add]
  congr 3
  ring
```

## Second moment and variance

Multiplying D_m by its complex conjugate gives

|D_m(x)|² = Σ_jk A_j A_k exp(i x (v_j − v_k)).

Averaging each phase supplies the factor exp(−(v_j − v_k)²/2), so M(m) = Σ_jk P_jk(m). In the proof, `key` is the double sum, and the remaining lines average it and combine the exponents.

```lean
/-- The mean squared modulus is the sum of the pair contributions. -/
theorem secondMoment_eq (w v : ι → ℝ) (m : ℝ) :
    secondMoment w v m = ∑ p : ι × ι, pairWeight w v m p := by
  -- the squared modulus is a double sum of phases with frequencies `v_j - v_k`
  have key : ∀ x : ℝ, ((‖estimator w v m x‖ ^ 2 : ℝ) : ℂ) =
      ∑ p : ι × ι, ((amplitude w v m p.1 * amplitude w v m p.2 : ℝ) : ℂ) *
        Complex.exp (((v p.1 - v p.2 : ℝ) : ℂ) * x * Complex.I) := by
    intro x
    rw [Complex.sq_norm, ← Complex.mul_conj]
    simp only [estimator]
    rw [map_sum, Fintype.sum_mul_sum, Fintype.sum_prod_type]
    refine Finset.sum_congr rfl fun j _ => Finset.sum_congr rfl fun k _ => ?_
    simp only [map_mul, Complex.conj_ofReal, ← Complex.exp_conj, Complex.conj_I]
    rw [mul_mul_mul_comm, ← Complex.exp_add, Complex.ofReal_mul]
    congr 2
    push_cast
    ring
  have h : ((secondMoment w v m : ℝ) : ℂ) =
      ∫ x, ((‖estimator w v m x‖ ^ 2 : ℝ) : ℂ) ∂(gaussianReal 0 1) :=
    integral_complex_ofReal.symm
  apply Complex.ofReal_injective
  rw [h, integral_congr_ae (ae_of_all _ key),
    MeasureTheory.integral_finsetSum _ (fun p _ => (integrable_phase _).const_mul _), Complex.ofReal_sum]
  refine Finset.sum_congr rfl fun p _ => ?_
  rw [integral_const_mul, gaussian_phase, ← Complex.ofReal_mul]
  congr 1
  have e : m ^ 2 - m * (v p.1 + v p.2) - (v p.1 - v p.2) ^ 2 / 2 =
      (m ^ 2 / 2 - m * v p.1) + (m ^ 2 / 2 - m * v p.2) + -(v p.1 - v p.2) ^ 2 / 2 := by ring
  rw [pairWeight, e, Real.exp_add, Real.exp_add, amplitude, amplitude]
  ring
```

Since S is real, expanding around the mean gives

⟨|D_m − S|²⟩ = M(m) − 2S ⟨Re D_m⟩ + S² = M(m) − S².

As S does not depend on m, minimizing M minimizes this variance. It is the variance of the complex estimator and includes the fluctuations of the imaginary part. The variance of the real part alone is a different function of m, and the theorems below do not cover it. The proof bounds |D_m| by Σ_j |A_j| to establish integrability, then integrates the expansion `hp`.

```lean
/-- The mean squared distance of the estimator from `target w v` is its mean squared modulus minus
the square of `target w v`. -/
theorem variance_estimator (w v : ι → ℝ) (m : ℝ) :
    ∫ x, ‖estimator w v m x - (target w v : ℂ)‖ ^ 2 ∂(gaussianReal 0 1)
      = secondMoment w v m - target w v ^ 2 := by
  have hc : Continuous (estimator w v m) := by
    unfold estimator
    fun_prop
  have hb : ∀ x, ‖estimator w v m x‖ ≤ ∑ j, ‖amplitude w v m j‖ := fun x => by
    refine (norm_sum_le _ _).trans (Finset.sum_le_sum fun j _ => le_of_eq ?_)
    rw [norm_mul, ← Complex.ofReal_mul, Complex.norm_exp_ofReal_mul_I, mul_one,
      Complex.norm_real]
  have hD : Integrable (estimator w v m) (gaussianReal 0 1) :=
    Integrable.of_bound hc.aestronglyMeasurable _ (ae_of_all _ hb)
  have hsq : Integrable (fun x => ‖estimator w v m x‖ ^ 2) (gaussianReal 0 1) := by
    refine Integrable.of_bound (hc.norm.pow 2).aestronglyMeasurable
      ((∑ j, ‖amplitude w v m j‖) ^ 2) (ae_of_all _ fun x => ?_)
    rw [Real.norm_of_nonneg (sq_nonneg _)]
    exact pow_le_pow_left₀ (norm_nonneg _) (hb x) 2
  have hre : Integrable (fun x => 2 * target w v * (estimator w v m x).re)
      (gaussianReal 0 1) := (Complex.reCLM.integrable_comp hD).const_mul _
  have hint : ∫ x, (estimator w v m x).re ∂(gaussianReal 0 1) = target w v := by
    have h := Complex.reCLM.integral_comp_comm hD
    rw [mean_estimator] at h
    exact h
  have hsub : Integrable (fun x => ‖estimator w v m x‖ ^ 2 -
      2 * target w v * (estimator w v m x).re) (gaussianReal 0 1) := hsq.sub hre
  -- expand the square around the mean
  have hp : ∀ x, ‖estimator w v m x - (target w v : ℂ)‖ ^ 2 = ‖estimator w v m x‖ ^ 2 -
      2 * target w v * (estimator w v m x).re + target w v ^ 2 := fun x => by
    rw [Complex.sq_norm, Complex.sq_norm, Complex.normSq_apply, Complex.normSq_apply,
      Complex.sub_re, Complex.sub_im, Complex.ofReal_re, Complex.ofReal_im]
    ring
  rw [integral_congr_ae (ae_of_all _ hp), integral_add hsub (integrable_const _),
    integral_sub hsq hre, integral_const_mul, hint, secondMoment]
  simp only [integral_const, probReal_univ, one_smul]
  ring
```

## The cost of a misplaced background

The exponent in P_jk has m-derivative 2m − v_j − v_k, so M′(m) = G(m).

```lean
/-- The derivative of the mean squared modulus with respect to the background is
`momentSlope`. -/
theorem hasDerivAt_secondMoment (w v : ι → ℝ) (m : ℝ) :
    HasDerivAt (secondMoment w v) (momentSlope w v m) m := by
  rw [show secondMoment w v = fun m => ∑ p : ι × ι, pairWeight w v m p from
    funext (secondMoment_eq w v)]
  refine HasDerivAt.fun_sum fun p _ => ?_
  have h : HasDerivAt (fun m : ℝ => m ^ 2 - m * (v p.1 + v p.2) - (v p.1 - v p.2) ^ 2 / 2)
      (2 * m - (v p.1 + v p.2)) m :=
    ((((hasDerivAt_id' m).fun_pow 2).fun_sub
      ((hasDerivAt_id' m).mul_const (v p.1 + v p.2))).sub_const _).congr_deriv (by simp)
  exact (h.exp.const_mul (w p.1 * w p.2)).congr_deriv (by rw [pairWeight]; ring)
```

Suppose G(m₀) = 0, and write d = m − m₀ and s = v_j + v_k. Then

m² − ms = m₀² − m₀s + d² + d(2m₀ − s),

and hence

P_jk(m) = exp(d²) P_jk(m₀) exp(d(2m₀ − s)).

For nonnegative weights, exp(y) ≥ 1 + y gives

P_jk(m) ≥ exp(d²) P_jk(m₀) [1 + d(2m₀ − s)].

Summed over pairs, the linear terms add up to d G(m₀) = 0, which leaves M(m) ≥ exp(d²) M(m₀). In Lean, `hs` is this cancellation and `e` is the factorization of P_jk(m).

```lean
/-- For nonnegative weights, moving the background from a stationary point `m₀` to `m`
multiplies the mean squared modulus by at least `exp((m - m₀)²)`. -/
theorem exponential_cost {w v : ι → ℝ} (hw : ∀ j, 0 ≤ w j) {m₀ : ℝ}
    (h₀ : momentSlope w v m₀ = 0) (m : ℝ) :
    Real.exp ((m - m₀) ^ 2) * secondMoment w v m₀ ≤ secondMoment w v m := by
  -- stationarity removes the linear terms
  have hs : ∑ p : ι × ι, pairWeight w v m₀ p * (1 + (m - m₀) * (2 * m₀ - (v p.1 + v p.2)))
      = ∑ p : ι × ι, pairWeight w v m₀ p := by
    have h : ∑ p : ι × ι, pairWeight w v m₀ p *
        (1 + (m - m₀) * (2 * m₀ - (v p.1 + v p.2)))
        = ∑ p : ι × ι, pairWeight w v m₀ p + (m - m₀) * momentSlope w v m₀ := by
      rw [momentSlope, Finset.mul_sum, ← Finset.sum_add_distrib]
      exact Finset.sum_congr rfl fun p _ => by ring
    rw [h, h₀, mul_zero, add_zero]
  rw [secondMoment_eq, secondMoment_eq, ← hs, Finset.mul_sum]
  refine Finset.sum_le_sum fun p _ => ?_
  have hP : 0 ≤ pairWeight w v m₀ p :=
    mul_nonneg (mul_nonneg (hw _) (hw _)) (Real.exp_pos _).le
  have e : pairWeight w v m p = Real.exp ((m - m₀) ^ 2) * (pairWeight w v m₀ p *
      Real.exp ((m - m₀) * (2 * m₀ - (v p.1 + v p.2)))) := by
    have e' : m ^ 2 - m * (v p.1 + v p.2) - (v p.1 - v p.2) ^ 2 / 2 = (m - m₀) ^ 2 +
        (m₀ ^ 2 - m₀ * (v p.1 + v p.2) - (v p.1 - v p.2) ^ 2 / 2) +
        (m - m₀) * (2 * m₀ - (v p.1 + v p.2)) := by ring
    rw [pairWeight, e', Real.exp_add, Real.exp_add, pairWeight]
    ring
  rw [e]
  have hx := Real.add_one_le_exp ((m - m₀) * (2 * m₀ - (v p.1 + v p.2)))
  exact mul_le_mul_of_nonneg_left (mul_le_mul_of_nonneg_left (by linarith) hP)
    (Real.exp_pos _).le
```

## Locating the minimizer

Positive weights mean that the terms themselves carry no sign, so all cancellation comes from the auxiliary-field phases. Signed or complex weights, as overlaps with a trial state can produce, do not satisfy this hypothesis.

Let `a` and `b` label a smallest and a largest value. At m = v_a every factor 2m − v_j − v_k is at most zero, and for the pair (b, b) it is negative if v_a < v_b. Thus G(v_a) < 0, and likewise G(v_b) > 0. By continuity G vanishes strictly in between. If all v_j are equal, G vanishes at their common value.

```lean
/-- For positive weights the slope vanishes at some background between the smallest value
`v a` and the largest value `v b`, strictly between them if they differ. -/
theorem exists_stationary {w v : ι → ℝ} (hw : ∀ j, 0 < w j) {a b : ι}
    (ha : ∀ j, v a ≤ v j) (hb : ∀ j, v j ≤ v b) :
    ∃ m₀ ∈ Set.Icc (v a) (v b), (v a < v b → m₀ ∈ Set.Ioo (v a) (v b)) ∧
      momentSlope w v m₀ = 0 := by
  have hP : ∀ m p, 0 < pairWeight w v m p := fun m p =>
    mul_pos (mul_pos (hw _) (hw _)) (Real.exp_pos _)
  rcases (ha b).eq_or_lt with hab | hab
  · refine ⟨v a, ⟨le_rfl, ha b⟩, fun h => absurd hab h.ne, ?_⟩
    refine Finset.sum_eq_zero fun p _ => ?_
    have h1 : v p.1 = v a := le_antisymm (hab ▸ hb p.1) (ha p.1)
    have h2 : v p.2 = v a := le_antisymm (hab ▸ hb p.2) (ha p.2)
    rw [h1, h2]
    ring
  · -- the slope changes sign between the two extreme values
    have hneg : momentSlope w v (v a) < 0 := by
      have h : momentSlope w v (v a) < ∑ _p : ι × ι, (0 : ℝ) := by
        refine Finset.sum_lt_sum (fun p _ => ?_) ⟨(b, b), Finset.mem_univ _, ?_⟩
        · exact mul_nonpos_of_nonneg_of_nonpos (hP _ p).le (by linarith [ha p.1, ha p.2])
        · exact mul_neg_of_pos_of_neg (hP _ _) (by dsimp only; linarith)
      simpa using h
    have hpos : 0 < momentSlope w v (v b) := by
      have h : ∑ _p : ι × ι, (0 : ℝ) < momentSlope w v (v b) := by
        refine Finset.sum_lt_sum (fun p _ => ?_) ⟨(a, a), Finset.mem_univ _, ?_⟩
        · exact mul_nonneg (hP _ p).le (by linarith [hb p.1, hb p.2])
        · exact mul_pos (hP _ _) (by dsimp only; linarith)
      simpa using h
    have hc : Continuous (momentSlope w v) := by
      unfold momentSlope pairWeight
      fun_prop
    obtain ⟨m₀, hm, h0⟩ := intermediate_value_Ioo hab.le hc.continuousOn ⟨hneg, hpos⟩
    exact ⟨m₀, ⟨hm.1.le, hm.2.le⟩, fun _ => hm, h0⟩
```

At this zero M(m₀) > 0, and exp((m − m₀)²) > 1 for m ≠ m₀. The previous bound therefore gives M(m₀) < M(m) for every other m, which makes m₀ the unique minimizer. The indices `a` and `b` ensure that there is at least one term. With a single term, m₀ = v_a and the estimator is constant there.

```lean
/-- For positive weights the mean squared modulus has a unique minimizer `m₀`. It lies between
the smallest value `v a` and the largest value `v b`, strictly between them if they differ. -/
theorem optimal_background {w v : ι → ℝ} (hw : ∀ j, 0 < w j) {a b : ι}
    (ha : ∀ j, v a ≤ v j) (hb : ∀ j, v j ≤ v b) :
    ∃ m₀ ∈ Set.Icc (v a) (v b), (v a < v b → m₀ ∈ Set.Ioo (v a) (v b)) ∧
      ∀ m, m ≠ m₀ → secondMoment w v m₀ < secondMoment w v m := by
  obtain ⟨m₀, hm, hs, h0⟩ := exists_stationary hw ha hb
  refine ⟨m₀, hm, hs, fun m hne => ?_⟩
  have hM : 0 < secondMoment w v m₀ := by
    rw [secondMoment_eq]
    exact Finset.sum_pos (fun p _ => mul_pos (mul_pos (hw _) (hw _)) (Real.exp_pos _))
      ⟨(a, a), Finset.mem_univ _⟩
  have hd : 0 < (m - m₀) ^ 2 := sq_pos_of_ne_zero (sub_ne_zero.2 hne)
  have he : 1 < Real.exp ((m - m₀) ^ 2) := by
    linarith [Real.add_one_le_exp ((m - m₀) ^ 2)]
  exact (lt_mul_of_one_lt_left hM he).trans_le
    (exponential_cost (fun j => (hw j).le) h0 m)

end

end BackgroundSubtraction
```

```lean
#print axioms BackgroundSubtraction.variance_estimator
#print axioms BackgroundSubtraction.hasDerivAt_secondMoment
#print axioms BackgroundSubtraction.optimal_background
```

```
'BackgroundSubtraction.variance_estimator' depends on axioms: [propext, Classical.choice, Quot.sound]
'BackgroundSubtraction.hasDerivAt_secondMoment' depends on axioms: [propext, Classical.choice, Quot.sound]
'BackgroundSubtraction.optimal_background' depends on axioms: [propext, Classical.choice, Quot.sound]
```

## Two terms worked by hand

Take v = (0, 2) and w = (1, e²). Each term contributes 1 to the mean, so S = 2. The pair sum is

M(m) = exp(m²) + exp((m − 2)²) + 2 exp(m² − 2m).

It is symmetric about m = 1, so m₀ = 1. There

M(1) = 2e + 2/e ≈ 6.17,

and the variance is about 2.17. Without subtraction,

M(0) = 3 + e⁴ ≈ 57.60,

and the variance is about 53.60. In this two-term model, the unshifted complex estimator needs about 25 times as many independent samples for the same root-mean-square error. If only the real part is averaged, which is enough because S is real, the variance at m = 0 is about 26.31, that at m = 1 is unchanged, and the factor is about 12. The general bound guarantees only M(0) ≥ e M(1) ≈ 16.78.
